# Selection rule for powers of a coordinate in the Laguerre and Pekeris bases

With weight $e^{-x}$ on $(0,\infty)$, the Laguerre polynomials $L_n$ are orthonormal, and for any integer $p\ge0$ the power $x^p$ has no matrix element between $L_m$ and $L_n$ when $|m-n|>p$. At $n=m+p$ the element is $(-1)^p(m+p)!/m!$, which is nonzero, so the bound is sharp. In the three-coordinate Pekeris basis, with volume element $du\,dv\,dw$, $u^av^bw^c$ with non-negative integer powers couples two basis functions only if each index changes by at most the matching power. The atomic volume element has a further polynomial factor, which widens this band.

The basis serves variational calculations on S states of two-electron atoms. With electron–nucleus distances $r_1,r_2$ and electron separation $r_{12}$, the perimetric coordinates are, up to scale factors, $u=r_2+r_{12}-r_1$, $v=r_1+r_{12}-r_2$ and $w=r_1+r_2-r_{12}$. They range independently over $(0,\infty)$, so integrals of monomials with the weight $e^{-(u+v+w)}$ separate.

```lean
import Mathlib

open MeasureTheory

namespace PekerisLaguerre

noncomputable section
```

## Polynomials, matrix elements and basis functions

The normalisation is $L_n(0)=1$; some texts include an extra factor $n!$.

$$L_n(x)=\sum_{k=0}^{n}\binom nk\frac{(-x)^k}{k!}$$

```lean
/-- The Laguerre polynomial `L_n(x)`, as an explicit binomial sum. -/
def laguerre (n : ℕ) (x : ℝ) : ℝ :=
  ∑ k ∈ Finset.range (n + 1), (n.choose k : ℝ) * (-x) ^ k / (k.factorial : ℝ)
```

The matrix element is $R^{(p)}_{mn}=\int_0^\infty e^{-x}x^pL_mL_n\,dx$, where `Set.Ioi 0` is the open half-line. Equivalently, $x^p$ is taken between the functions $e^{-x/2}L_m$ and $e^{-x/2}L_n$.

```lean
/-- The matrix element of `x^p` between `L_m` and `L_n` with weight `exp(-x)` on the half-line. -/
def radialElement (p m n : ℕ) : ℝ :=
  ∫ x in Set.Ioi (0 : ℝ), Real.exp (-x) * x ^ p * laguerre m x * laguerre n x
```

A Pekeris function is a product of three such functions. Its labels `l m n` count polynomial degrees and are not angular momentum quantum numbers.

```lean
/-- The Pekeris basis function of three perimetric coordinates `u`, `v`, `w`. -/
def pekerisState (l m n : ℕ) (u v w : ℝ) : ℝ :=
  Real.exp (-(u + v + w) / 2) * laguerre l u * laguerre m v * laguerre n w
```

## Moments of a Laguerre polynomial

The first ingredient is the sum
$$S_n(j,a)=\sum_{k=0}^n(-1)^k\binom nk\binom{a+k}{j}.$$
For any $f$, Pascal's rule gives
$$\sum_{k=0}^{n+1}(-1)^k\binom{n+1}{k}f(k)=\sum_{k=0}^{n}(-1)^k\binom nk\,[f(k)-f(k+1)],$$
which is `step` in the code. For $f(k)=\binom{a+k}{j+1}$ the bracket is $-\binom{a+k}{j}$ (`hd`), so $S_{n+1}(j+1,a)=-S_n(j,a)$. For lower index zero, $f$ is constant and the sum vanishes. Induction on $n$ gives $S_n(j,a)=(-1)^n\binom{a}{j-n}$ if $n\le j$, and zero otherwise.

```lean
/-- The sum over `k ≤ n` of `(-1)^k (n choose k) (a+k choose j)` equals `(-1)^n (a choose j-n)` if
`n ≤ j`, and zero otherwise. -/
theorem alternating_choose_sum (n j a : ℕ) :
    ∑ k ∈ Finset.range (n + 1), (-1 : ℝ) ^ k * (n.choose k : ℝ) * ((a + k).choose j : ℝ) =
      if n ≤ j then (-1 : ℝ) ^ n * (a.choose (j - n) : ℝ) else 0 := by
  induction n generalizing j a with
  | zero => simp
  | succ n ih =>
    -- Pascal's rule turns the sum into a sum of first differences
    have step : ∀ f : ℕ → ℝ,
        ∑ k ∈ Finset.range (n + 1 + 1), (-1 : ℝ) ^ k * ((n + 1).choose k : ℝ) * f k =
        ∑ k ∈ Finset.range (n + 1), (-1 : ℝ) ^ k * (n.choose k : ℝ) * (f k - f (k + 1)) := by
      intro f
      have h1 : ∑ k ∈ Finset.range (n + 1 + 1), (-1 : ℝ) ^ k * (n.choose k : ℝ) * f k =
          ∑ k ∈ Finset.range (n + 1), (-1 : ℝ) ^ k * (n.choose k : ℝ) * f k := by
        rw [Finset.sum_range_succ, Nat.choose_succ_self]
        simp
      have h2 : ∑ k ∈ Finset.range (n + 1),
            (-1 : ℝ) ^ (k + 1) * ((n + 1).choose (k + 1) : ℝ) * f (k + 1) =
          ∑ k ∈ Finset.range (n + 1), (-1 : ℝ) ^ (k + 1) * (n.choose (k + 1) : ℝ) * f (k + 1) -
          ∑ k ∈ Finset.range (n + 1), (-1 : ℝ) ^ k * (n.choose k : ℝ) * f (k + 1) := by
        rw [← Finset.sum_sub_distrib]
        refine Finset.sum_congr rfl fun k _ => ?_
        rw [Nat.choose_succ_succ', Nat.cast_add]
        ring
      rw [Finset.sum_range_succ'] at h1
      rw [Finset.sum_range_succ', h2]
      simp only [mul_sub, Finset.sum_sub_distrib, pow_zero, Nat.choose_zero_right] at h1 ⊢
      linarith
    rw [step (fun k => ((a + k).choose j : ℝ))]
    cases j with
    | zero => simp
    | succ j =>
      have hd : ∀ k ∈ Finset.range (n + 1), (-1 : ℝ) ^ k * (n.choose k : ℝ) *
          (((a + k).choose (j + 1) : ℝ) - ((a + (k + 1)).choose (j + 1) : ℝ)) =
          -((-1 : ℝ) ^ k * (n.choose k : ℝ) * ((a + k).choose j : ℝ)) := by
        intro k _
        rw [← add_assoc, Nat.choose_succ_succ' (a + k) j, Nat.cast_add]
        ring
      rw [Finset.sum_congr rfl hd, Finset.sum_neg_distrib, ih]
      by_cases h : n ≤ j
      · rw [if_pos h, if_pos (by omega), show j + 1 - (n + 1) = j - n by omega, pow_succ]
        ring
      · rw [if_neg h, if_neg (by omega), neg_zero]
```

The Gamma integral supplies $\int_0^\infty e^{-x}x^k\,dx=k!$. Integrability is proved alongside the value, because Lean assigns zero to a non-integrable integrand and a vanishing integral would otherwise say little.

```lean
/-- The function `exp(-x) x^k` is integrable on the half-line, with integral `k!`. -/
theorem exp_moment (k : ℕ) :
    IntegrableOn (fun x : ℝ => Real.exp (-x) * x ^ k) (Set.Ioi 0) ∧
      ∫ x in Set.Ioi (0 : ℝ), Real.exp (-x) * x ^ k = (k.factorial : ℝ) := by
  have hk : (0 : ℝ) < (k : ℝ) + 1 := by positivity
  constructor
  · have h := Real.GammaIntegral_convergent hk
    simpa only [add_sub_cancel_right, Real.rpow_natCast] using h
  · have h := Real.Gamma_eq_integral hk
    rw [Real.Gamma_nat_eq_factorial] at h
    simpa only [add_sub_cancel_right, Real.rpow_natCast] using h.symm
```

Any prefactor $c$ can be carried through the expansion of $L_n$ in powers of $x$.

```lean
/-- A prefactor times a Laguerre polynomial, expanded in powers of `x`. -/
theorem mul_laguerre (c : ℝ) (n : ℕ) (x : ℝ) :
    c * laguerre n x = ∑ k ∈ Finset.range (n + 1),
      ((-1 : ℝ) ^ k * (n.choose k : ℝ) / (k.factorial : ℝ)) * (c * x ^ k) := by
  rw [laguerre, Finset.mul_sum]
  refine Finset.sum_congr rfl fun k _ => ?_
  rw [neg_pow x k]
  ring
```

Integrating term by term and using $(j+k)!/k!=j!\binom{j+k}{j}$ (`ht`),
$$\int_0^\infty e^{-x}x^jL_n\,dx=j!\,S_n(j,j)=(-1)^n\,j!\binom jn.$$
This is zero for $j<n$.

```lean
/-- The moment of `x^j` against `L_n` exists and equals `(-1)^n j!` times the binomial
coefficient of `j` over `n`. -/
theorem laguerre_moment (j n : ℕ) :
    IntegrableOn (fun x : ℝ => Real.exp (-x) * x ^ j * laguerre n x) (Set.Ioi 0) ∧
      ∫ x in Set.Ioi (0 : ℝ), Real.exp (-x) * x ^ j * laguerre n x =
        (-1 : ℝ) ^ n * (j.factorial : ℝ) * (j.choose n : ℝ) := by
  have hfun : (fun x : ℝ => Real.exp (-x) * x ^ j * laguerre n x) = fun x =>
      ∑ k ∈ Finset.range (n + 1), ((-1 : ℝ) ^ k * (n.choose k : ℝ) / (k.factorial : ℝ)) *
        (Real.exp (-x) * x ^ (j + k)) := by
    funext x
    rw [mul_laguerre]
    refine Finset.sum_congr rfl fun k _ => ?_
    rw [pow_add]
    ring
  have hi : ∀ k ∈ Finset.range (n + 1), Integrable (fun x : ℝ =>
      ((-1 : ℝ) ^ k * (n.choose k : ℝ) / (k.factorial : ℝ)) * (Real.exp (-x) * x ^ (j + k)))
      (volume.restrict (Set.Ioi 0)) :=
    fun k _ => Integrable.const_mul (exp_moment (j + k)).1 _
  rw [hfun]
  refine ⟨MeasureTheory.integrable_finsetSum _ hi, ?_⟩
  rw [MeasureTheory.integral_finsetSum _ hi]
  have hm := fun k => (exp_moment k).2
  simp_rw [integral_const_mul, hm]
  -- the factorials combine into a binomial coefficient
  have ht : ∀ k ∈ Finset.range (n + 1),
      (-1 : ℝ) ^ k * (n.choose k : ℝ) / (k.factorial : ℝ) * ((j + k).factorial : ℝ) =
      (j.factorial : ℝ) * ((-1 : ℝ) ^ k * (n.choose k : ℝ) * ((j + k).choose j : ℝ)) := by
    intro k _
    have h := Nat.choose_mul_factorial_mul_factorial (Nat.le_add_right j k)
    rw [Nat.add_sub_cancel_left] at h
    have h' : ((j + k).choose j : ℝ) * (j.factorial : ℝ) * (k.factorial : ℝ) =
        ((j + k).factorial : ℝ) := by exact_mod_cast h
    have hk : (k.factorial : ℝ) ≠ 0 := by exact_mod_cast k.factorial_ne_zero
    rw [← h', div_mul_eq_mul_div, div_eq_iff hk]
    ring
  rw [Finset.sum_congr rfl ht, ← Finset.mul_sum, alternating_choose_sum]
  split_ifs with h
  · rw [Nat.choose_symm h]
    ring
  · rw [show j.choose n = 0 from Nat.choose_eq_zero_of_lt (by omega)]
    simp
```

## The band and its edge

Expanding $L_m$ as well reduces every matrix element to these moments:
$$R^{(p)}_{mn}=\sum_{k=0}^m\frac{(-1)^k}{k!}\binom mk(-1)^n(p+k)!\binom{p+k}{n}.$$

```lean
/-- Every matrix element of `x^p` between Laguerre polynomials exists and is a finite sum. -/
theorem radialElement_eq (p m n : ℕ) :
    IntegrableOn (fun x : ℝ => Real.exp (-x) * x ^ p * laguerre m x * laguerre n x)
      (Set.Ioi 0) ∧
    radialElement p m n = ∑ k ∈ Finset.range (m + 1),
      ((-1 : ℝ) ^ k * (m.choose k : ℝ) / (k.factorial : ℝ)) *
        ((-1 : ℝ) ^ n * ((p + k).factorial : ℝ) * ((p + k).choose n : ℝ)) := by
  have hfun : (fun x : ℝ => Real.exp (-x) * x ^ p * laguerre m x * laguerre n x) = fun x =>
      ∑ k ∈ Finset.range (m + 1), ((-1 : ℝ) ^ k * (m.choose k : ℝ) / (k.factorial : ℝ)) *
        (Real.exp (-x) * x ^ (p + k) * laguerre n x) := by
    funext x
    rw [mul_laguerre (Real.exp (-x) * x ^ p) m x, Finset.sum_mul]
    refine Finset.sum_congr rfl fun k _ => ?_
    rw [pow_add]
    ring
  have hi : ∀ k ∈ Finset.range (m + 1), Integrable (fun x : ℝ =>
      ((-1 : ℝ) ^ k * (m.choose k : ℝ) / (k.factorial : ℝ)) *
        (Real.exp (-x) * x ^ (p + k) * laguerre n x)) (volume.restrict (Set.Ioi 0)) :=
    fun k _ => Integrable.const_mul (laguerre_moment (p + k) n).1 _
  unfold radialElement
  rw [hfun]
  refine ⟨MeasureTheory.integrable_finsetSum _ hi, ?_⟩
  rw [MeasureTheory.integral_finsetSum _ hi]
  have hm := fun k => (laguerre_moment k n).2
  simp_rw [integral_const_mul, hm]
```

If $p+m<n$, then $p+k<n$ for every $k\le m$, and each term vanishes (`key`). The case $p+n<m$ follows by exchanging the polynomials (`hsymm`). The hypothesis is written in the integers, where $m-n$ may be negative.

```lean
/-- Selection rule: `x^p` does not couple `L_m` and `L_n` when `|m - n| > p`. -/
theorem radialElement_eq_zero {p m n : ℕ} (h : (p : ℤ) < |(m : ℤ) - n|) :
    radialElement p m n = 0 := by
  have key : ∀ a b : ℕ, p + a < b → radialElement p a b = 0 := by
    intro a b hab
    rw [(radialElement_eq p a b).2]
    refine Finset.sum_eq_zero fun k hk => ?_
    have hk' := Finset.mem_range.1 hk
    rw [show (p + k).choose b = 0 from Nat.choose_eq_zero_of_lt (by omega)]
    simp
  have hsymm : radialElement p m n = radialElement p n m := by
    unfold radialElement
    congr 1
    funext x
    ring
  rcases lt_abs.1 h with h | h
  · rw [hsymm]
    exact key n m (by omega)
  · exact key m n (by omega)
```

If $n=m+p$, only $k=m$ survives, leaving
$$\frac{(-1)^m}{m!}(-1)^{m+p}(m+p)!=(-1)^p\frac{(m+p)!}{m!}.$$

```lean
/-- At the edge of the band, the matrix element of `x^p` between `L_m` and `L_(m+p)` is
`(-1)^p (m+p)!/m!`. -/
theorem radialElement_band_edge (p m : ℕ) :
    radialElement p m (m + p) =
      (-1 : ℝ) ^ p * ((m + p).factorial : ℝ) / (m.factorial : ℝ) := by
  rw [(radialElement_eq p m (m + p)).2, Finset.sum_range_succ, Finset.sum_eq_zero]
  · -- only the leading power of `L_m` contributes
    have h : (-1 : ℝ) ^ m * (-1 : ℝ) ^ m = 1 := by
      rw [← mul_pow]
      simp
    rw [add_comm p m, Nat.choose_self, Nat.choose_self, pow_add, Nat.cast_one]
    linear_combination ((-1 : ℝ) ^ p * ((m + p).factorial : ℝ) / (m.factorial : ℝ)) * h
  · intro k hk
    have hk' := Finset.mem_range.1 hk
    rw [show (p + k).choose (m + p) = 0 from Nat.choose_eq_zero_of_lt (by omega)]
    simp
```

The same finite sum gives the diagonal element of $x$, worked out here by hand and not proved in the Lean code. For $p=1$ and $m=n\ge1$ the terms $k=n-1$ and $k=n$ remain, and $R^{(1)}_{nn}=-n^2+(n+1)^2=2n+1$; for $n=0$ the single term gives $1$. Multiplication by $x$ is therefore tridiagonal, with $-(n+1)$ linking $n$ and $n+1$.

Orthonormality is the case $p=0$: the selection rule removes $m\ne n$, and the edge value for $m=n$ is $1$.

```lean
/-- The Laguerre polynomials are orthonormal on the half-line with weight `exp(-x)`. -/
theorem laguerre_orthonormal (m n : ℕ) :
    ∫ x in Set.Ioi (0 : ℝ), Real.exp (-x) * laguerre m x * laguerre n x =
      if m = n then 1 else 0 := by
  have h0 : ∫ x in Set.Ioi (0 : ℝ), Real.exp (-x) * laguerre m x * laguerre n x =
      radialElement 0 m n := by
    simp only [radialElement, pow_zero, mul_one]
  rw [h0]
  split_ifs with h
  · subst h
    simpa [Nat.factorial_ne_zero] using radialElement_band_edge 0 m
  · exact radialElement_eq_zero (by simpa [sub_eq_zero] using h)
```

## Three perimetric coordinates

The two exponentials multiply to $e^{-u}e^{-v}e^{-w}$, so the integrand separates (`hp`). Pulling constants out of the iterated integrals gives
$$R^{(a)}_{ll'}\,R^{(b)}_{mm'}\,R^{(c)}_{nn'}.$$

```lean
/-- The matrix element of `u^a v^b w^c` between two Pekeris functions, with volume element
`du dv dw`, is a product of three radial elements. -/
theorem pekeris_factorisation (a b c l m n l' m' n' : ℕ) :
    ∫ u in Set.Ioi (0 : ℝ), ∫ v in Set.Ioi (0 : ℝ), ∫ w in Set.Ioi (0 : ℝ),
      pekerisState l m n u v w * (u ^ a * v ^ b * w ^ c) * pekerisState l' m' n' u v w =
    radialElement a l l' * radialElement b m m' * radialElement c n n' := by
  have hp : ∀ u v w : ℝ,
      pekerisState l m n u v w * (u ^ a * v ^ b * w ^ c) * pekerisState l' m' n' u v w =
      (Real.exp (-u) * u ^ a * laguerre l u * laguerre l' u) *
      ((Real.exp (-v) * v ^ b * laguerre m v * laguerre m' v) *
      (Real.exp (-w) * w ^ c * laguerre n w * laguerre n' w)) := by
    intro u v w
    have he : Real.exp (-(u + v + w) / 2) * Real.exp (-(u + v + w) / 2) =
        Real.exp (-u) * Real.exp (-v) * Real.exp (-w) := by
      rw [← Real.exp_add, ← Real.exp_add, ← Real.exp_add]
      congr 1
      ring
    unfold pekerisState
    linear_combination (laguerre l u * laguerre m v * laguerre n w * (u ^ a * v ^ b * w ^ c) *
      laguerre l' u * laguerre m' v * laguerre n' w) * he
  simp_rw [hp, integral_const_mul, integral_mul_const]
  unfold radialElement
  ring
```

One vanishing factor is enough to make the product zero, hence the "or" in the hypothesis.

```lean
/-- Selection rule in the Pekeris basis: with volume element `du dv dw`, the matrix element of
`u^a v^b w^c` vanishes if some index changes by more than the power of its coordinate. -/
theorem pekeris_selection_rule {a b c l m n l' m' n' : ℕ}
    (h : (a : ℤ) < |(l : ℤ) - l'| ∨ (b : ℤ) < |(m : ℤ) - m'| ∨ (c : ℤ) < |(n : ℤ) - n'|) :
    ∫ u in Set.Ioi (0 : ℝ), ∫ v in Set.Ioi (0 : ℝ), ∫ w in Set.Ioi (0 : ℝ),
      pekerisState l m n u v w * (u ^ a * v ^ b * w ^ c) * pekerisState l' m' n' u v w = 0 := by
  rw [pekeris_factorisation]
  rcases h with h | h | h <;> rw [radialElement_eq_zero h] <;> ring

end

end PekerisLaguerre
```

```lean
#print axioms PekerisLaguerre.laguerre_orthonormal
#print axioms PekerisLaguerre.pekeris_selection_rule
```

```
'PekerisLaguerre.laguerre_orthonormal' depends on axioms: [propext, Classical.choice, Quot.sound]
'PekerisLaguerre.pekeris_selection_rule' depends on axioms: [propext, Classical.choice, Quot.sound]
```

These integrals use the volume element $du\,dv\,dw$. The atomic one carries the further factor $r_1r_2r_{12}\propto(u+v)(v+w)(w+u)$, for unit scale factors. Overlap and Coulomb integrands then become polynomials times the exponential weight, and the rule applies to each monomial, which makes those matrices sparse. The theorems stop short of a helium calculation, which also involves the kinetic energy, with its derivatives in these coordinates, and the solution of a generalised eigenvalue problem.
